# Closed-form free evolution under symmetric two-site exchange, away from k² = D²

The theorem `propagator_eq` concerns transverse magnetisation on two sites with precession offsets D and −D, exchanging at the same rate k in both directions, with no relaxation term. It states that the matrix exponential of t times the generator equals e^(−kt) times an explicit 2×2 matrix in cosh(wt) and sinh(wt)/w, where w² = k² − D². Here k, D and t are real, k is nonzero, and w is complex and nonzero, so the case k² = D² is excluded. The attempt diagonalises the generator with a matrix `U` whose columns are eigenvectors, exponentiates the diagonal factor, and then compares both sides on those eigenvectors.

An attempt in Lean 4 with a fault in it:

```lean
import Mathlib

open Matrix NormedSpace

namespace PropagatorEq

noncomputable section

/-- Generator of transverse magnetisation for two sites with offsets `D` and `-D`
that exchange at rate `k`. -/
def exchangeMatrix (k D : ℝ) : Matrix (Fin 2) (Fin 2) ℂ :=
  !![Complex.I * D - k, (k : ℂ); (k : ℂ), -(Complex.I * D) - k]

/-- Free evolution under precession and exchange during a delay `t`. -/
def propagator (k D t : ℝ) : Matrix (Fin 2) (Fin 2) ℂ :=
  NormedSpace.exp ((t : ℂ) • exchangeMatrix k D)

/-- Closed form of the free evolution for nonzero exchange rate `k` and any nonzero complex
`w` with `w² = k² - D²`. -/
theorem propagator_eq (k D t : ℝ) (w : ℂ) (hk : k ≠ 0) (hw : w ≠ 0)
    (h : w ^ 2 = (k : ℂ) ^ 2 - (D : ℂ) ^ 2) :
    propagator k D t = Complex.exp (-(k * t)) •
      !![Complex.cosh (w * t) + Complex.I * D * (Complex.sinh (w * t) / w),
          k * (Complex.sinh (w * t) / w);
        k * (Complex.sinh (w * t) / w),
          Complex.cosh (w * t) - Complex.I * D * (Complex.sinh (w * t) / w)] := by
  have ext2 : ∀ {a b c d a' b' c' d' : ℂ}, a = a' → b = b' → c = c' → d = d' →
      !![a, b; c, d] = !![a', b'; c', d'] := by
    intro a b c d a' b' c' d' h1 h2 h3 h4
    rw [h1, h2, h3, h4]
  have hsm : ∀ g a b c d : ℂ, g • !![a, b; c, d] = !![g * a, g * b; g * c, g * d] := by
    intro g a b c d
    ext i j
    fin_cases i <;> fin_cases j <;> rfl
  have hdiag : ∀ a b : ℂ, Matrix.diagonal ![a, b] = !![a, 0; 0, b] := by
    intro a b
    ext i j
    fin_cases i <;> fin_cases j <;> simp
  -- the columns of `U` are eigenvectors of the exchange matrix
  let U : Matrix (Fin 2) (Fin 2) ℂ :=
    !![(k : ℂ), (k : ℂ); w - Complex.I * D, -w - Complex.I * D]
  have hU : IsUnit U.det := by
    have hd : U.det = -2 * k * w := by
      simp only [U, Matrix.det_fin_two_of]
      ring
    rw [hd, isUnit_iff_ne_zero]
    exact mul_ne_zero (mul_ne_zero (by norm_num) (Complex.ofReal_ne_zero.mpr hk)) hw
  have h1 : ((t : ℂ) • exchangeMatrix k D) * U
      = U * Matrix.diagonal ![t * (w - k), t * (-w - k)] := by
    simp only [U]
    rw [exchangeMatrix, hsm, hdiag, Matrix.mul_fin_two, Matrix.mul_fin_two]
    apply ext2
    · ring
    · ring
    · linear_combination (-(t : ℂ)) * h + t * (D : ℂ) ^ 2 * Complex.I_sq
    · linear_combination (-(t : ℂ)) * h + t * (D : ℂ) ^ 2 * Complex.I_sq
  have hexp : NormedSpace.exp ![t * (w - k), t * (-w - k)]
      = ![Complex.exp (t * (w - k)), Complex.exp (t * (-w - k))] := by
    ext i
    rw [Pi.exp_apply, ← Complex.exp_eq_exp_ℂ]
    fin_cases i <;> simp
  have e1 : Complex.exp (t * (w - k))
      = Complex.exp (-(k * t)) * (Complex.cosh (w * t) + Complex.sinh (w * t)) := by
    rw [Complex.cosh_add_sinh, ← Complex.exp_add]
    congr 1
    ring
  have e2 : Complex.exp (t * (-w - k))
      = Complex.exp (-(k * t)) * (Complex.cosh (w * t) - Complex.sinh (w * t)) := by
    rw [Complex.cosh_sub_sinh, ← Complex.exp_add]
    congr 1
    ring
  have hs : Complex.sinh (w * t) = w * (Complex.sinh (w * t) / w) := by
    field_simp
  rw [propagator, ← Matrix.mul_nonsing_inv_cancel_right U ((t : ℂ) • exchangeMatrix k D) hU,
    h1, Matrix.exp_conj _ _ ((Matrix.isUnit_iff_isUnit_det U).2 hU), Matrix.exp_diagonal,
    hexp, e1, e2]
  generalize Complex.sinh (w * t) / w = S at hs ⊢
  rw [hs]
  generalize Complex.cosh (w * t) = c
  generalize Complex.exp (-(k * t)) = g
  -- it remains to compare both sides on the eigenvectors
  rw [← Matrix.mul_nonsing_inv_cancel_right U (g • _) hU]
  congr 1
  simp only [U]
  rw [hsm, hdiag, Matrix.mul_fin_two, Matrix.mul_fin_two]
  apply ext2
  · ring
  · ring
  · linear_combination g * S * h - g * S * (D : ℂ) ^ 2 * Complex.I_sq
  · linear_combination (-(g * S)) * h + g * S * (D : ℂ) ^ 2 * Complex.I_sq

end

end PropagatorEq
```

Messages:

```
Main.lean:60:8: error(lean.unknownIdentifier): Unknown identifier `Pi.exp_apply`
Main.lean:90:4: error: ring failed, ring expressions not equal
k D t : ℝ
w : ℂ
hk : k ≠ 0
hw : w ≠ 0
h : w ^ 2 = ↑k ^ 2 - ↑D ^ 2
ext2 : ∀ {a b c d a' b' c' d' : ℂ}, a = a' → b = b' → c = c' → d = d' → !![a, b; c, d] = !![a', b'; c', d']
hsm : ∀ (g a b c d : ℂ), g • !![a, b; c, d] = !![g * a, g * b; g * c, g * d]
hdiag : ∀ (a b : ℂ), diagonal ![a, b] = !![a, 0; 0, b]
U : Matrix (Fin 2) (Fin 2) ℂ := ⋯
hU : IsUnit U.det
h1 : ↑t • exchangeMatrix k D * U = U * diagonal ![↑t * (w - ↑k), ↑t * (-w - ↑k)]
hexp : exp ![↑t * (w - ↑k), ↑t * (-w - ↑k)] = ![Complex.exp (↑t * (w - ↑k)), Complex.exp (↑t * (-w - ↑k))]
e1 : Complex.exp (↑t * (w - ↑k)) = Complex.exp (-(↑k * ↑t)) * (Complex.cosh (w * ↑t) + Complex.sinh (w * ↑t))
e2 : Complex.exp (↑t * (-w - ↑k)) = Complex.exp (-(↑k * ↑t)) * (Complex.cosh (w * ↑t) - Complex.sinh (w * ↑t))
S : ℂ
hs : Complex.sinh (w * ↑t) = w * S
c g : ℂ
⊢ w ^ 2 * g * S * 2 - Complex.I ^ 2 * ↑D ^ 2 * g * S * 2 - g * S * ↑k ^ 2 * 2 = 0
```

Cause. The first message says that Lean finds no declaration called `Pi.exp_apply`. The rewrite was meant to turn entry `i` of the exponential of a vector into the exponential of entry `i`. The repair proves this as `hi`: evaluation at `i` is a continuous ring homomorphism, and `NormedSpace.map_exp` says that such a map commutes with the exponential. The rewrite then uses `hi`.

The second message comes from the last of the four entry comparisons, where the coefficients given to `linear_combination` have the wrong sign. The two sides of that entry differ by gS(w² − I²D² − k²), with I the imaginary unit. The hypothesis `h` times gS, minus `Complex.I_sq` times gSD², gives exactly this difference. The attempt supplied the negative of that combination, so subtracting it doubled the difference instead of cancelling it, hence the factors of 2 in the goal `ring` could not close. The repair reverses both signs, which makes the line the same as the one for the third entry.

The mended proof, as a diff:

```diff
@@ -58,5 +58,8 @@
       = ![Complex.exp (t * (w - k)), Complex.exp (t * (-w - k))] := by
     ext i
-    rw [Pi.exp_apply, ← Complex.exp_eq_exp_ℂ]
+    have hi : NormedSpace.exp ![t * (w - k), t * (-w - k)] i
+        = NormedSpace.exp (![t * (w - k), t * (-w - k)] i) :=
+      NormedSpace.map_exp (Pi.evalRingHom (fun _ : Fin 2 => ℂ) i) (continuous_apply i) _
+    rw [hi, ← Complex.exp_eq_exp_ℂ]
     fin_cases i <;> simp
   have e1 : Complex.exp (t * (w - k))
@@ -88,5 +91,5 @@
   · ring
   · linear_combination g * S * h - g * S * (D : ℂ) ^ 2 * Complex.I_sq
-  · linear_combination (-(g * S)) * h + g * S * (D : ℂ) ^ 2 * Complex.I_sq
+  · linear_combination g * S * h - g * S * (D : ℂ) ^ 2 * Complex.I_sq
 
 end
```
